# Temple's formula can fail as a lower bound when the second level is overestimated

## Two levels and an equal-weight state

Take \(H_0 = \mathrm{diag}(0,1)\), with components labelled \(0\) and \(1\), and the unit vector \(\psi_0 = (1/\sqrt2,\,1/\sqrt2)\). For any vector \(\phi = (\phi_0,\phi_1)\) one has \(\langle\phi|H_0|\phi\rangle = |\phi_1|^2 \ge 0\), and \((1,0)\) is an eigenvector with energy \(0\), so the ground energy is \(0\). The mean energy of \(\psi_0\) is \(E = 1/2\). The residual is \((H_0 - E)\psi_0 = \tfrac{1}{\sqrt2}(-\tfrac12,\tfrac12)\), and its squared length, the energy variance, is \(s^2 = 1/4\).

Temple's formula turns \(E\), \(s^2\) and a number \(b > E\), an estimate of the second level, into
\[ T = E - \frac{s^2}{b-E}, \]
which is meant to lie at or below the ground energy. With the exact second level \(b = 1\) it gives \(T = \tfrac12 - \tfrac{1/4}{1/2} = 0\). With the overestimate \(b = 3\) it gives
\[ T = \frac12 - \frac{1/4}{5/2} = \frac25 > 0 . \]
A larger \(b\) enlarges the denominator, the subtracted correction shrinks, and \(T\) rises past the ground energy.

## Where the condition on \(b\) enters

Let \(H\) be Hermitian with ground energy \(e_1\) and next level \(e_2 > e_1\), and let \(\psi\) be a unit vector with mean energy \(E\) and variance \(s^2\). Writing \(H - e_1 = (H-E) + (E-e_1)\) and \(H - b = (H-E) + (E-b)\), the terms linear in \(H - E\) average to zero, so
\[ \langle\psi|(H-e_1)(H-b)|\psi\rangle = s^2 - (E-e_1)(b-E). \]
If \(b \le e_2\), no level lies strictly between \(e_1\) and \(b\), the left side is nonnegative, and division by \(b - E > 0\) gives Temple's inequality \(T \le e_1\). If \(b > e_2\), the operator \((H-e_1)(H-b)\) has the negative eigenvalue \((e_2-e_1)(e_2-b)\) on the second level, and the argument stops. The theorems below concern this second case: the inequality for \(b \le e_2\), the limits in \(b\) and the many-level formula further on accompany them as unformalised background.

The direction of the error matters in electronic structure, because, when the ground level is nondegenerate, the second eigenvalue of a Hamiltonian restricted to a finite basis lies at or above the true second level, and any value strictly above that level is on the wrong side for \(b\). The results here measure the damage only for a finite matrix and for trial states built from two exact eigenvectors.

## Mean energy, variance and Temple value of a two-level superposition

Let \(u, v\) be orthonormal eigenvectors of \(H\) with real energies \(e_1, e_2\). Take \(\psi = a u + c v\) with complex amplitudes obeying \(|a|^2 + |c|^2 = 1\), and set \(p = |c|^2\), the weight on \(v\), and \(\Delta = e_2 - e_1\).

Orthonormality reduces overlaps to amplitudes, \(\langle au + cv\,|\,a'u + c'v\rangle = \bar a a' + \bar c c'\), and \(H\psi = a e_1 u + c e_2 v\). Hence
\[ E = (1-p)\,e_1 + p\,e_2 = e_1 + p\Delta . \]
The residual is \((H-E)\psi = a(e_1-E)u + c(e_2-E)v\), with \(e_1 - E = -p\Delta\) and \(e_2 - E = (1-p)\Delta\), so
\[ s^2 = (1-p)\,p^2\Delta^2 + p\,(1-p)^2\Delta^2 = p(1-p)\Delta^2 . \]
Since \((1-p)\Delta = e_2 - E = (b-E) - (b-e_2)\), the variance splits as \(s^2 = p\Delta(b-E) - p\Delta(b-e_2)\). For \(b \ne E\), dividing by \(b-E\) and using \(E - p\Delta = e_1\) gives
\[ T = e_1 + \frac{p\,\Delta\,(b-e_2)}{b-E}. \]

## Overshoot for \(e_1 < e_2 < b\)

Assume \(e_1 < e_2 < b\) and \(c \ne 0\). Then \(E = e_2 - (1-p)\Delta \le e_2 < b\), so the usual requirement \(E < b\) is met and gives no warning. The factors \(p\), \(\Delta\), \(b - e_2\) and \(b - E\) are all positive, and therefore \(T > e_1\), however small \(b - e_2\) is.

The Temple value \(T\) can be made to take any value from \(e_1\) to \(e_2\). Fix \(t\) with \(e_1 \le t \le e_2\). The equation \(T = t\) reads \((t-e_1)(b - e_1 - p\Delta) = p\Delta(b-e_2)\), which is linear in \(p\) and has the solution
\[ p = \frac{(t-e_1)(b-e_1)}{\Delta\,(b - e_2 + t - e_1)} . \]
The denominator is positive and the numerator nonnegative, so \(p \ge 0\). Denominator minus numerator equals \((e_2-t)(b-e_2) \ge 0\), so \(p \le 1\). The amplitudes \(a = \sqrt{1-p}\), \(c = \sqrt p\) then give a unit vector with \(E < b\) and \(T = t\).

## Limits in \(p\) and \(b\)

Substitution in the closed formula shows the end points for \(e_1 < e_2\). At \(p = 0\) with \(b \neq e_1\) it gives \(T = e_1\), and at \(p = 1\) with \(b \neq e_2\) it gives \(T = e_2\). At \(b = e_2\) with \(p < 1\) it gives \(T = e_1\), so the formula is exact for two-level states when the second level is known. As \(b \to \infty\), \(T \to E\). For \(b = e_2 + \delta\) with small \(\delta > 0\) the excess is \(p\Delta\delta/((1-p)\Delta + \delta)\), which vanishes linearly in \(\delta\) at fixed \(p\) with \(0 < p < 1\). A fixed value \(t > e_1\) is then reached only by a weight \(p\) close to \(1\), a poor trial state for the ground level.

## How the Lean objects represent the physics

The Hamiltonian is `H : Matrix n n ℂ` for a finite index type `n`, and a state is a function `n → ℂ`. The expression `star u ⬝ᵥ v` is \(\langle u|v\rangle\), conjugate-linear in the left slot, `H *ᵥ ψ` is \(H\psi\), and `Complex.normSq c` is \(p = |c|^2\). The definitions `meanEnergy`, `variance` and `templeValue` are \(\mathrm{Re}\langle\psi|H|\psi\rangle\), \(\|(H-E)\psi\|^2\) and \(E - s^2/(b-E)\). None of them divides by \(\langle\psi|\psi\rangle\), so they have their physical meaning for unit vectors, which the hypothesis `hn`, \(|a|^2 + |c|^2 = 1\), provides. Lean sets a quotient by zero to zero, which would make \(T = E\) at \(b = E\); `templeValue_mix` excludes this point by `hb`, and the later theorems establish \(E < b\).

The structure `TwoLevels H u v e₁ e₂` postulates two exact stationary states: \(u\) and \(v\) normalised, orthogonal, and eigenvectors with real energies. It can hold only when `n` has at least two elements. It does not ask that \(H\) be Hermitian, that \(e_1\) be the lowest level, or that \(e_2\) be the next one. Reading \(e_1\) as the ground energy is one application; for Hermitian \(H\) the eigenvalue \(e_1\) is in any case at least the ground energy, so \(T > e_1\) already violates the bound.

In words, `templeValue_overshoots` says that if \(e_1 < e_2 < b\), then every normalised \(au + cv\) with \(c \ne 0\) has \(E < b\) and \(T > e_1\). The theorem `templeValue_fills_gap` says that under the same ordering, each \(t \in [e_1, e_2]\) is the Temple value of some unit vector with \(E < b\); the statement does not record that the vector lies in the span of \(u\) and \(v\). For \(H_0\), `twoLevels_witness` states hermiticity, the `TwoLevels` property for `![1, 0]` and `![0, 1]` with \(e_1 = 0\), \(e_2 = 1\), and nonnegativity of `meanEnergy H₀ φ` for all `φ`, which together identify \(0\) as the ground energy. Finally `equal_weight_counterexample` gives normalisation, \(E = 1/2\), \(s^2 = 1/4\), and \(T = 2/5 > 0\) at \(b = 3\). Infinite dimension, unbounded operators and trial states with weight on further levels are not covered.

## A full spectrum in place of two eigenvectors

An alternative model takes \(H\) Hermitian with all eigenvalues \(e_1 \le e_2 \le \dots\) and an arbitrary unit vector with weight \(p_k\) on the \(k\)-th eigenvector. The identity for \(\langle(H-e_1)(H-b)\rangle\) then gives
\[ T - e_1 = \frac{\sum_k p_k\,(e_k-e_1)(b-e_k)}{b-E}. \]
This would make "ground" and "second level" part of the statement. It would also weaken the universal claim, since levels above \(b\) contribute negative terms, and a state with enough weight there can keep \(T \le e_1\) although \(b > e_2\). The two-level model removes these terms and takes its two exact eigenvectors as given.

## The Lean file

```lean
import Mathlib

open Matrix

namespace TempleOverestimate

noncomputable section

variable {n : Type*} [Fintype n]

/-- The mean energy `E = Re ⟨ψ|H|ψ⟩`. -/
def meanEnergy (H : Matrix n n ℂ) (ψ : n → ℂ) : ℝ := (star ψ ⬝ᵥ H *ᵥ ψ).re

/-- The energy variance `s² = ‖(H - E) ψ‖²`. -/
def variance (H : Matrix n n ℂ) (ψ : n → ℂ) : ℝ :=
  (star (H *ᵥ ψ - (meanEnergy H ψ : ℂ) • ψ) ⬝ᵥ (H *ᵥ ψ - (meanEnergy H ψ : ℂ) • ψ)).re

/-- Temple's expression `E - s² / (b - E)`, with `b` the estimate of the second level. -/
def templeValue (H : Matrix n n ℂ) (ψ : n → ℂ) (b : ℝ) : ℝ :=
  meanEnergy H ψ - variance H ψ / (b - meanEnergy H ψ)

/-- `u` and `v` are orthonormal eigenvectors of `H` with real energies `e₁` and `e₂`. -/
structure TwoLevels (H : Matrix n n ℂ) (u v : n → ℂ) (e₁ e₂ : ℝ) : Prop where
  norm_u : star u ⬝ᵥ u = 1
  norm_v : star v ⬝ᵥ v = 1
  orth : star u ⬝ᵥ v = 0
  eig_u : H *ᵥ u = (e₁ : ℂ) • u
  eig_v : H *ᵥ v = (e₂ : ℂ) • v

variable {H : Matrix n n ℂ} {u v : n → ℂ} {e₁ e₂ : ℝ}

/-- The overlap of two superpositions of `u` and `v` is the overlap of their amplitudes. -/
theorem overlap_mix (h : TwoLevels H u v e₁ e₂) (a c a' c' : ℂ) :
    star (a • u + c • v) ⬝ᵥ (a' • u + c' • v) = star a * a' + star c * c' := by
  have hvu : star v ⬝ᵥ u = 0 := by rw [Matrix.star_dotProduct, h.orth, star_zero]
  simp only [star_add, star_smul, add_dotProduct, dotProduct_add, smul_dotProduct,
    dotProduct_smul, h.norm_u, h.norm_v, h.orth, hvu, smul_eq_mul]
  ring

/-- `H` multiplies each amplitude of a superposition of `u` and `v` by its energy. -/
theorem mulVec_mix (h : TwoLevels H u v e₁ e₂) (a c : ℂ) :
    H *ᵥ (a • u + c • v) = (a * e₁) • u + (c * e₂) • v := by
  rw [mulVec_add, mulVec_smul, mulVec_smul, h.eig_u, h.eig_v, smul_smul, smul_smul]

/-- A normalised superposition with weight `p = |c|²` on the second level has mean energy
`e₁ + p (e₂ - e₁)`. -/
theorem meanEnergy_mix (h : TwoLevels H u v e₁ e₂) {a c : ℂ}
    (hn : Complex.normSq a + Complex.normSq c = 1) :
    meanEnergy H (a • u + c • v) = e₁ + Complex.normSq c * (e₂ - e₁) := by
  have h1 : meanEnergy H (a • u + c • v)
      = Complex.normSq a * e₁ + Complex.normSq c * e₂ := by
    unfold meanEnergy
    rw [mulVec_mix h, overlap_mix h]
    simp [Complex.normSq_apply]
    ring
  rw [h1]
  linear_combination e₁ * hn

/-- A normalised superposition with weight `p = |c|²` on the second level has energy
variance `p (1 - p) (e₂ - e₁)²`. -/
theorem variance_mix (h : TwoLevels H u v e₁ e₂) {a c : ℂ}
    (hn : Complex.normSq a + Complex.normSq c = 1) :
    variance H (a • u + c • v)
      = Complex.normSq c * (1 - Complex.normSq c) * (e₂ - e₁) ^ 2 := by
  have hE := meanEnergy_mix h hn
  unfold variance
  generalize meanEnergy H (a • u + c • v) = E at hE ⊢
  -- the residual `(H - E) ψ` is again a superposition of `u` and `v`
  have hw : H *ᵥ (a • u + c • v) - (E : ℂ) • (a • u + c • v)
      = (a * (e₁ - E)) • u + (c * (e₂ - E)) • v := by
    rw [mulVec_mix h]
    ext i
    simp only [Pi.add_apply, Pi.sub_apply, Pi.smul_apply, smul_eq_mul]
    ring
  have h1 : (star (a * ((e₁ : ℂ) - E)) * (a * (e₁ - E))
        + star (c * ((e₂ : ℂ) - E)) * (c * (e₂ - E))).re
      = Complex.normSq a * (e₁ - E) ^ 2 + Complex.normSq c * (e₂ - E) ^ 2 := by
    simp [Complex.normSq_apply]
    ring
  have ha : Complex.normSq a = 1 - Complex.normSq c := by linarith
  rw [hw, overlap_mix h, h1, hE, ha]
  ring

/-- For a normalised superposition with weight `p = |c|²` and `b ≠ E`, Temple's expression
equals `e₁ + p (e₂ - e₁) (b - e₂) / (b - E)`. -/
theorem templeValue_mix (h : TwoLevels H u v e₁ e₂) {a c : ℂ}
    (hn : Complex.normSq a + Complex.normSq c = 1) {b : ℝ}
    (hb : b ≠ meanEnergy H (a • u + c • v)) :
    templeValue H (a • u + c • v) b = e₁ + Complex.normSq c * (e₂ - e₁) * (b - e₂)
      / (b - meanEnergy H (a • u + c • v)) := by
  have hE := meanEnergy_mix h hn
  have hd : b - meanEnergy H (a • u + c • v) ≠ 0 := sub_ne_zero.mpr hb
  -- split the variance into a multiple of the denominator and a remainder
  have key : Complex.normSq c * (1 - Complex.normSq c) * (e₂ - e₁) ^ 2
      = Complex.normSq c * (e₂ - e₁) * (b - meanEnergy H (a • u + c • v))
        - Complex.normSq c * (e₂ - e₁) * (b - e₂) := by
    rw [hE]; ring
  unfold templeValue
  rw [variance_mix h hn, key, sub_div, mul_div_cancel_right₀ _ hd]
  linarith [hE]

/-- If `e₁ < e₂ < b`, every normalised superposition of the two levels with nonzero amplitude
on the second has `E < b`, and its Temple expression lies strictly above `e₁`. -/
theorem templeValue_overshoots (h : TwoLevels H u v e₁ e₂) (h12 : e₁ < e₂) {b : ℝ}
    (hb : e₂ < b) {a c : ℂ} (hn : Complex.normSq a + Complex.normSq c = 1) (hc : c ≠ 0) :
    meanEnergy H (a • u + c • v) < b ∧ e₁ < templeValue H (a • u + c • v) b := by
  have hΔ : 0 < e₂ - e₁ := sub_pos.mpr h12
  have hp : 0 < Complex.normSq c := Complex.normSq_pos.mpr hc
  have hq : 0 ≤ 1 - Complex.normSq c := by linarith [Complex.normSq_nonneg a]
  have hE : meanEnergy H (a • u + c • v) < b := by
    rw [meanEnergy_mix h hn]
    nlinarith [mul_nonneg hq hΔ.le]
  refine ⟨hE, ?_⟩
  rw [templeValue_mix h hn hE.ne']
  -- the excess over `e₁` is a quotient of positive quantities
  have := div_pos (mul_pos (mul_pos hp hΔ) (sub_pos.mpr hb)) (sub_pos.mpr hE)
  linarith

/-- If `e₁ < e₂ < b`, every energy `t` between `e₁` and `e₂` is the Temple expression of some
unit vector with mean energy below `b`. -/
theorem templeValue_fills_gap (h : TwoLevels H u v e₁ e₂) (h12 : e₁ < e₂) {b : ℝ}
    (hb : e₂ < b) {t : ℝ} (ht₁ : e₁ ≤ t) (ht₂ : t ≤ e₂) :
    ∃ ψ : n → ℂ, star ψ ⬝ᵥ ψ = 1 ∧ meanEnergy H ψ < b ∧ templeValue H ψ b = t := by
  have hΔ : 0 < e₂ - e₁ := sub_pos.mpr h12
  have hD : 0 < (e₂ - e₁) * (b - e₂ + (t - e₁)) := mul_pos hΔ (by linarith)
  -- the weight on the second level that produces the value `t`
  obtain ⟨p, hp0, hp1, hp⟩ : ∃ p : ℝ, 0 ≤ p ∧ p ≤ 1 ∧
      p * ((e₂ - e₁) * (b - e₂ + (t - e₁))) = (t - e₁) * (b - e₁) := by
    refine ⟨(t - e₁) * (b - e₁) / ((e₂ - e₁) * (b - e₂ + (t - e₁))),
      div_nonneg (mul_nonneg (by linarith) (by linarith)) hD.le, ?_,
      div_mul_cancel₀ _ hD.ne'⟩
    rw [div_le_one hD]
    nlinarith [mul_nonneg (sub_nonneg.mpr ht₂) (sub_pos.mpr hb).le]
  obtain ⟨a, ha⟩ : ∃ a : ℂ, Complex.normSq a = 1 - p :=
    ⟨(√(1 - p) : ℝ), by rw [Complex.normSq_ofReal, Real.mul_self_sqrt (by linarith)]⟩
  obtain ⟨c, hc⟩ : ∃ c : ℂ, Complex.normSq c = p :=
    ⟨(√p : ℝ), by rw [Complex.normSq_ofReal, Real.mul_self_sqrt hp0]⟩
  have hn : Complex.normSq a + Complex.normSq c = 1 := by linarith
  have hE : meanEnergy H (a • u + c • v) < b := by
    rw [meanEnergy_mix h hn, hc]
    nlinarith [mul_nonneg (sub_nonneg.mpr hp1) hΔ.le]
  refine ⟨a • u + c • v, ?_, hE, ?_⟩
  · rw [overlap_mix h, Complex.star_def, ← Complex.normSq_eq_conj_mul_self,
      ← Complex.normSq_eq_conj_mul_self]
    exact_mod_cast hn
  · have hd : b - meanEnergy H (a • u + c • v) ≠ 0 := (sub_pos.mpr hE).ne'
    have : Complex.normSq c * (e₂ - e₁) * (b - e₂) / (b - meanEnergy H (a • u + c • v))
        = t - e₁ := by
      rw [div_eq_iff hd, meanEnergy_mix h hn, hc]
      linear_combination hp
    rw [templeValue_mix h hn hE.ne', this]
    ring

/-- The two-level Hamiltonian `diag(0, 1)`. -/
def H₀ : Matrix (Fin 2) (Fin 2) ℂ := diagonal ![0, 1]

/-- The amplitude `√(1/2)`. -/
def amp : ℂ := (√(1 / 2) : ℝ)

/-- The vector with amplitude `√(1/2)` on both basis states. -/
def ψ₀ : Fin 2 → ℂ := ![amp, amp]

/-- `diag(0, 1)` is Hermitian, has the basis vectors as orthonormal eigenvectors with energies
`0` and `1`, and no vector has negative mean energy. -/
theorem twoLevels_witness :
    H₀.IsHermitian ∧ TwoLevels H₀ ![1, 0] ![0, 1] 0 1 ∧ ∀ φ, 0 ≤ meanEnergy H₀ φ := by
  refine ⟨?_, ⟨?_, ?_, ?_, ?_, ?_⟩, fun φ => ?_⟩
  · show H₀ᴴ = H₀
    ext i j
    fin_cases i <;> fin_cases j <;> simp [H₀]
  · simp [dotProduct, Fin.sum_univ_two]
  · simp [dotProduct, Fin.sum_univ_two]
  · simp [dotProduct, Fin.sum_univ_two]
  · ext i
    fin_cases i <;> simp [H₀, mulVec_diagonal]
  · ext i
    fin_cases i <;> simp [H₀, mulVec_diagonal]
  · have : meanEnergy H₀ φ = Complex.normSq (φ 1) := by
      simp [meanEnergy, H₀, dotProduct, Fin.sum_univ_two, mulVec_diagonal,
        Complex.normSq_apply]
    rw [this]
    exact Complex.normSq_nonneg _

/-- For `diag(0, 1)` the equal-weight vector is normalised, has `E = 1/2` and `s² = 1/4`, and
with `b = 3` its Temple expression is `2/5`, which exceeds `0`. -/
theorem equal_weight_counterexample :
    star ψ₀ ⬝ᵥ ψ₀ = 1 ∧ meanEnergy H₀ ψ₀ = 1 / 2 ∧ variance H₀ ψ₀ = 1 / 4 ∧
      templeValue H₀ ψ₀ 3 = 2 / 5 ∧ 0 < templeValue H₀ ψ₀ 3 := by
  have h := twoLevels_witness.2.1
  have hψ : ψ₀ = amp • ![1, 0] + amp • ![0, 1] := by
    ext i
    fin_cases i <;> simp [ψ₀]
  have ha : Complex.normSq amp = 1 / 2 := by
    rw [amp, Complex.normSq_ofReal, Real.mul_self_sqrt (by norm_num)]
  have hn : Complex.normSq amp + Complex.normSq amp = 1 := by rw [ha]; norm_num
  have hE : meanEnergy H₀ ψ₀ = 1 / 2 := by
    rw [hψ, meanEnergy_mix h hn, ha]; norm_num
  have hV : variance H₀ ψ₀ = 1 / 4 := by
    rw [hψ, variance_mix h hn, ha]; norm_num
  have hT : templeValue H₀ ψ₀ 3 = 2 / 5 := by
    rw [templeValue, hE, hV]; norm_num
  refine ⟨?_, hE, hV, hT, by rw [hT]; norm_num⟩
  rw [hψ, overlap_mix h, Complex.star_def, ← Complex.normSq_eq_conj_mul_self]
  exact_mod_cast hn

end

end TempleOverestimate
```

```lean
#print axioms TempleOverestimate.templeValue_overshoots
#print axioms TempleOverestimate.templeValue_fills_gap
#print axioms TempleOverestimate.equal_weight_counterexample
```

```
'TempleOverestimate.templeValue_overshoots' depends on axioms: [propext, Classical.choice, Quot.sound]
'TempleOverestimate.templeValue_fills_gap' depends on axioms: [propext, Classical.choice, Quot.sound]
'TempleOverestimate.equal_weight_counterexample' depends on axioms: [propext, Classical.choice, Quot.sound]
```

## From overlaps to the closed formula

In `overlap_mix`, `hvu` obtains \(\langle v|u\rangle = 0\) from `h.orth` by conjugation, after which the overlap is expanded into four terms, two of which vanish. The lemma `mulVec_mix` applies linearity and the two eigenvalue equations. In `meanEnergy_mix` these combine to `h1`, \(E = |a|^2 e_1 + |c|^2 e_2\), and `linear_combination e₁ * hn` eliminates \(|a|^2\) through the normalisation.

The proof of `variance_mix` first replaces the mean energy by a variable `E` with `generalize`, keeping its value in `hE`. Then `hw` writes the residual as a superposition with amplitudes \(a(e_1-E)\) and \(c(e_2-E)\), `h1` evaluates its squared length as \(|a|^2(e_1-E)^2 + |c|^2(e_2-E)^2\), and `ring` finishes once \(E\) and \(|a|^2 = 1-p\) are inserted. In `templeValue_mix`, `key` is the splitting of \(s^2\) into a multiple of \(b - E\) and a remainder. The rewrite `mul_div_cancel_right₀ _ hd` cancels \(b - E\) in the first part, and `linarith [hE]` uses \(E - p\Delta = e_1\).

## Signs, the weight \(p\) and the example

In `templeValue_overshoots`, the bound \(E < b\) comes from `nlinarith` with the hint \((1-p)\Delta \ge 0\), which is \(E \le e_2\). The closed formula is then rewritten in, and `div_pos` collects the four positive factors.

In `templeValue_fills_gap`, the first `obtain` supplies \(p\) with \(0 \le p \le 1\) and its defining equation `hp` with the denominator cleared. The hint for \(p \le 1\) is the product \((e_2-t)(b-e_2) \ge 0\) found above. The next two `obtain` steps take the square roots \(\sqrt{1-p}\) and \(\sqrt p\) as amplitudes and keep only their squared moduli. Normalisation follows from `overlap_mix`, and the value \(T = t\) follows by clearing \(b - E\) with `div_eq_iff hd` and matching the result to `hp`.

The theorem `twoLevels_witness` is checked entry by entry, and its last part computes the mean energy as `Complex.normSq (φ 1)`. In `equal_weight_counterexample`, `hψ` writes `ψ₀` as the superposition with both amplitudes equal to `amp`, whose squared modulus is \(1/2\) by `ha`. The general formulas at \(p = 1/2\), \(\Delta = 1\) give `hE` and `hV`, and `hT` inserts them into the definition of `templeValue` to obtain \(2/5\).
